# No three-dimensional lattice indexes the faces of a regular dodecahedron

Pyrite grows crystals with twelve pentagonal faces that look almost like a regular dodecahedron. Can a crystal have the regular shape exactly? Assume the law of rational indices: every face is parallel to a plane of one three-dimensional lattice. Under that assumption the answer is no.

Let the columns of the real $3\times3$ matrix $B$ be the reciprocal basis vectors. The planes with Miller indices $h=(h_0,h_1,h_2)\in\mathbb Z^3$ have normal $Bh$.

```lean
import Mathlib

open Matrix

namespace DodecahedronIndices

noncomputable section

/-- The normal `B h` of the plane family with Miller indices `h`; the columns of `B` are the
reciprocal basis vectors. -/
def latticeNormal (B : Matrix (Fin 3) (Fin 3) ℝ) (h : Fin 3 → ℤ) : Fin 3 → ℝ :=
  B *ᵥ fun j => (h j : ℝ)
```

A vector $v$ is indexed by $B$ if $v=c\,Bh$ with $c$ real. The factor $c$ absorbs length, sign and any $2\pi$ convention; $h$ need not be coprime, and $B$ may be singular.

```lean
/-- A vector is indexed by `B` if it is a real multiple of `B h` for some integer triple `h`. -/
def IsIndexedBy (B : Matrix (Fin 3) (Fin 3) ℝ) (v : Fin 3 → ℝ) : Prop :=
  ∃ (c : ℝ) (h : Fin 3 → ℤ), v = c • latticeNormal B h
```

Write $[u\,v\,w]=u\cdot(v\times w)$, for real or integer vectors.

```lean
/-- The scalar triple product `u · (v × w)`, written `[u v w]`. -/
def triple {R : Type*} [CommRing R] (u v w : Fin 3 → R) : R :=
  u 0 * (v 1 * w 2 - v 2 * w 1) + u 1 * (v 2 * w 0 - v 0 * w 2) + u 2 * (v 0 * w 1 - v 1 * w 0)
```

Twelve faces in opposite pairs give six normals $n_0,\dots,n_5$, namely $(0,1,\pm t)$, $(1,\pm t,0)$, $(\pm t,0,1)$ with $t$ real; the unit normals are $n_i/\sqrt{1+t^2}$. The regular dodecahedron has $t=\tau=(1+\sqrt5)/2$. The solid itself is not defined in Lean: it enters through these normals, in this fixed orientation, with (g) as a check. The orientation is no restriction, because a rotation of the solid can be absorbed into $B$. Quasicrystals, which need more than three basis vectors, are not covered.

```lean
/-- The six face normals `(0,1,±t)`, `(1,±t,0)`, `(±t,0,1)`. -/
def normal (t : ℝ) : Fin 6 → Fin 3 → ℝ :=
  ![![0, 1, t], ![0, 1, -t], ![1, t, 0], ![1, -t, 0], ![t, 0, 1], ![-t, 0, 1]]

/-- The golden ratio `τ = (1 + √5)/2`. -/
def tau : ℝ := (1 + Real.sqrt 5) / 2
```

## (a) Triple product of lattice normals

Compute $[aBh\;\,bBk\;\,cBl]$ for real $a,b,c$ and integer triples $h,k,l$.

The triple product is the determinant of the matrix with these columns, which is $B$ times the index matrix times $\mathrm{diag}(a,b,c)$. The result is $abc\,\det B\,[h\,k\,l]$, with an integer last factor. Lean expands both sides in components and compares them with `ring`.

```lean
/-- The triple product of three scaled lattice normals is the product of the scales, `det B`
and the integer triple product of the indices. -/
theorem triple_latticeNormal (B : Matrix (Fin 3) (Fin 3) ℝ) (a b c : ℝ) (h k l : Fin 3 → ℤ) :
    triple (a • latticeNormal B h) (b • latticeNormal B k) (c • latticeNormal B l)
      = a * b * c * B.det * ((triple h k l : ℤ) : ℝ) := by
  simp only [triple, latticeNormal, Matrix.mulVec, dotProduct, Fin.sum_univ_three,
    Matrix.det_fin_three, Pi.smul_apply, smul_eq_mul]
  push_cast
  ring
```

## (b) A rational cross ratio

Let $u_1,\dots,u_5$ be indexed by one $B$, and write $[135]$ for $[u_1\,u_3\,u_5]$. Show that $[135][124]/([145][123])$ is rational if its denominator is non-zero.

Put $u_i=c_iBk_i$. By (a), numerator and denominator share the factor $c_1^2c_2c_3c_4c_5(\det B)^2$. The hypothesis `hden` makes it non-zero, so invertibility of $B$ follows without being assumed. Cancelling leaves
$$\frac{[k_1\,k_3\,k_5]\,[k_1\,k_2\,k_4]}{[k_1\,k_4\,k_5]\,[k_1\,k_2\,k_3]}.$$
In Lean, `ha` and `hb` make the integer denominators non-zero, and the equality is cross-multiplied.

```lean
/-- For five vectors indexed by the same `B`, the cross ratio `[135][124]/([145][123])` of
triple products is rational when its denominator is non-zero. -/
theorem crossRatio_rational (B : Matrix (Fin 3) (Fin 3) ℝ) (u₁ u₂ u₃ u₄ u₅ : Fin 3 → ℝ)
    (h₁ : IsIndexedBy B u₁) (h₂ : IsIndexedBy B u₂) (h₃ : IsIndexedBy B u₃)
    (h₄ : IsIndexedBy B u₄) (h₅ : IsIndexedBy B u₅)
    (hden : triple u₁ u₄ u₅ * triple u₁ u₂ u₃ ≠ 0) :
    ∃ q : ℚ, triple u₁ u₃ u₅ * triple u₁ u₂ u₄ / (triple u₁ u₄ u₅ * triple u₁ u₂ u₃) = q := by
  obtain ⟨c₁, k₁, rfl⟩ := h₁
  obtain ⟨c₂, k₂, rfl⟩ := h₂
  obtain ⟨c₃, k₃, rfl⟩ := h₃
  obtain ⟨c₄, k₄, rfl⟩ := h₄
  obtain ⟨c₅, k₅, rfl⟩ := h₅
  simp only [triple_latticeNormal] at hden ⊢
  have ha : ((triple k₁ k₄ k₅ : ℤ) : ℝ) ≠ 0 := fun h => hden (by rw [h]; ring)
  have hb : ((triple k₁ k₂ k₃ : ℤ) : ℝ) ≠ 0 := fun h => hden (by rw [h]; ring)
  -- the scales and `det B` cancel, leaving a ratio of integers
  refine ⟨((triple k₁ k₃ k₅ : ℤ) : ℚ) * ((triple k₁ k₂ k₄ : ℤ) : ℚ) /
    (((triple k₁ k₄ k₅ : ℤ) : ℚ) * ((triple k₁ k₂ k₃ : ℤ) : ℚ)), ?_⟩
  rw [div_eq_iff hden]
  push_cast
  rw [div_mul_eq_mul_div, eq_div_iff (mul_ne_zero ha hb)]
  ring
```

## (c) Indexing forces $t^3$ to be rational

Show that $t^3\in\mathbb Q$ if some $B$ indexes all six normals.

The cases $t=0$ and $t^3=1$ are immediate. Otherwise take $u_1,\dots,u_5=n_0,\dots,n_4$. Then $[135]=-1-t^3$, $[145]=t^3-1$ and $[124]=[123]=-2t$ (`e135`, `e145`, `e124`, `e123`). By (b), $(-1-t^3)/(t^3-1)=q$ is rational, so $t^3(q+1)=q-1$, which is `key`. The value $q=-1$ would give $0=-2$ (`hq1`), hence $t^3=(q-1)/(q+1)$.

```lean
/-- If some matrix `B` indexes all six normals with parameter `t`, then `t³` is rational. -/
theorem cube_rational_of_indexed (t : ℝ) (B : Matrix (Fin 3) (Fin 3) ℝ)
    (H : ∀ i, IsIndexedBy B (normal t i)) : ∃ q : ℚ, t ^ 3 = q := by
  by_cases ht : t = 0
  · exact ⟨0, by simp [ht]⟩
  by_cases hs : t ^ 3 = 1
  · exact ⟨1, by simp [hs]⟩
  have e135 : triple (normal t 0) (normal t 2) (normal t 4) = -1 - t ^ 3 := by
    simp [triple, normal]
    ring
  have e124 : triple (normal t 0) (normal t 1) (normal t 3) = -2 * t := by
    simp [triple, normal]
    ring
  have e145 : triple (normal t 0) (normal t 3) (normal t 4) = t ^ 3 - 1 := by
    simp [triple, normal]
    ring
  have e123 : triple (normal t 0) (normal t 1) (normal t 2) = -2 * t := by
    simp [triple, normal]
    ring
  have h2t : -2 * t ≠ 0 := mul_ne_zero (by norm_num) ht
  have hden : (t ^ 3 - 1) * (-2 * t) ≠ 0 := mul_ne_zero (sub_ne_zero.mpr hs) h2t
  obtain ⟨q, hq⟩ := crossRatio_rational B _ _ _ _ _ (H 0) (H 1) (H 2) (H 3) (H 4)
    (by rw [e145, e123]; exact hden)
  rw [e135, e124, e145, e123, div_eq_iff hden] at hq
  -- the cross ratio is `(-1 - t³)/(t³ - 1) = q`; solve for `t³`
  have key : t ^ 3 * ((q : ℝ) + 1) = q - 1 := by
    apply mul_left_cancel₀ h2t
    linear_combination -hq
  have hq1 : (q : ℝ) + 1 ≠ 0 := by
    intro h
    rw [h] at key
    linarith
  refine ⟨(q - 1) / (q + 1), ?_⟩
  push_cast
  rw [eq_div_iff hq1]
  exact key
```

## (d) Numerator and denominator

Write a rational $q$ as $p/d$ with integers $p$ and $d\neq0$.

Take the reduced fraction, `q.num` over `q.den`.

```lean
/-- A rational number is a quotient of two integers with non-zero denominator. -/
theorem exists_int_quotient (q : ℚ) : ∃ p d : ℤ, (d : ℝ) ≠ 0 ∧ (q : ℝ) = p / d :=
  ⟨q.num, q.den, by exact_mod_cast q.den_nz, by rw [Rat.cast_def, Int.cast_natCast]⟩
```

## (e) The cubic basis

Show that $B=1$ indexes the six normals exactly when $t$ is rational.

If $n_0=c\,h$, components 1 and 2 read $1=ch_1$ and $t=ch_2$ (`e1`, `e2`), so $h_1\neq0$ and $t=h_2/h_1$. Conversely, for $t=p/d$ take $c=1/d$ with indices $(0,d,\pm p)$, $(d,\pm p,0)$, $(\pm p,0,d)$; Lean checks the eighteen components with `fin_cases`.

```lean
/-- The cubic reciprocal basis `B = 1` indexes the six normals exactly when `t` is rational. -/
theorem cubic_indexed_iff (t : ℝ) :
    (∀ i, IsIndexedBy 1 (normal t i)) ↔ ∃ q : ℚ, t = q := by
  constructor
  · intro H
    obtain ⟨c, h, e⟩ := H 0
    have e1 : 1 = c * (h 1 : ℝ) := by simpa [normal, latticeNormal] using congrFun e 1
    have e2 : t = c * (h 2 : ℝ) := by simpa [normal, latticeNormal] using congrFun e 2
    have h1 : (h 1 : ℝ) ≠ 0 := by
      intro h0
      rw [h0] at e1
      simp at e1
    refine ⟨(h 2 : ℚ) / (h 1 : ℚ), ?_⟩
    push_cast
    rw [eq_div_iff h1]
    linear_combination (h 1 : ℝ) * e2 - (h 2 : ℝ) * e1
  · rintro ⟨q, hq⟩ i
    obtain ⟨p, d, hd, hpd⟩ := exists_int_quotient q
    rw [hq, hpd]
    refine ⟨(d : ℝ)⁻¹, (![![0, d, p], ![0, d, -p], ![d, p, 0], ![d, -p, 0], ![p, 0, d],
      ![-p, 0, d]] : Fin 6 → Fin 3 → ℤ) i, ?_⟩
    ext j
    fin_cases i <;> fin_cases j <;> simp [normal, latticeNormal, hd] <;> field_simp
```

## (f) The criterion for an arbitrary lattice

Show that an invertible $B$ indexing all six normals exists exactly when $t^3$ is rational.

One direction is (c). For the other, $t=0$ is handled by $B=1$ and (e). For $t\neq0$ and $t^3=p/d$ take $B=\mathrm{diag}(1,t,t^2)$, with determinant $t^3\neq0$. Then $B(0,1,\pm1)=t\,(0,1,\pm t)$, $B(1,\pm1,0)=(1,\pm t,0)$, and $B(\pm p,0,d)=dt^2(\pm t,0,1)$ because $p=t^3d$ (`hp`). The scales supplied to Lean are the inverses of these prefactors. The statement says that the faces are lattice planes, not that a point group makes them equivalent.

```lean
/-- An invertible reciprocal basis indexing all six normals exists exactly when `t³` is
rational. -/
theorem exists_basis_iff_cube_rational (t : ℝ) :
    (∃ B : Matrix (Fin 3) (Fin 3) ℝ, B.det ≠ 0 ∧ ∀ i, IsIndexedBy B (normal t i)) ↔
      ∃ q : ℚ, t ^ 3 = q := by
  constructor
  · rintro ⟨B, -, H⟩
    exact cube_rational_of_indexed t B H
  · rintro ⟨q, hq⟩
    by_cases ht : t = 0
    · exact ⟨1, by simp, (cubic_indexed_iff t).mpr ⟨0, by simp [ht]⟩⟩
    obtain ⟨p, d, hd, hpd⟩ := exists_int_quotient q
    have hp : (p : ℝ) = t ^ 3 * d := by
      rw [hq, hpd]
      field_simp
    -- the diagonal basis `diag(1, t, t²)` does it
    refine ⟨diagonal ![1, t, t ^ 2], ?_, fun i => ?_⟩
    · simp [det_diagonal, Fin.prod_univ_three, ht]
    · refine ⟨(![t⁻¹, t⁻¹, 1, 1, ((d : ℝ) * t ^ 2)⁻¹, ((d : ℝ) * t ^ 2)⁻¹] : Fin 6 → ℝ) i,
        (![![0, 1, 1], ![0, 1, -1], ![1, 1, 0], ![1, -1, 0], ![p, 0, d],
          ![-p, 0, d]] : Fin 6 → Fin 3 → ℤ) i, ?_⟩
      ext j
      fin_cases i <;> fin_cases j <;>
        simp [normal, latticeNormal, mulVec_diagonal, hp, ht] <;> field_simp
```

## (g) Equal angles at $t=\tau$

Show that $5(n_i\cdot n_j)^2=(n_i\cdot n_i)(n_j\cdot n_j)$ for $i\neq j$, so that unit normals have $\cos^2\theta=1/5$ for the angle $\theta$ between them.

Each $n_i\cdot n_i$ equals $1+\tau^2$, and $n_i\cdot n_j$ is $\pm\tau$ or $1-\tau^2$. The conditions $5\tau^2=(1+\tau^2)^2$ and $5(1-\tau^2)^2=(1+\tau^2)^2$ both reduce to $\tau^4-3\tau^2+1=0$ (`h4`). This follows from $\tau^2=\tau+1$ (`h2`), since the quartic equals $(\tau^2+\tau-1)(\tau^2-\tau-1)$. Lean runs through all pairs.

```lean
/-- For `t = τ` any two different normals make an angle whose squared cosine is `1/5`. -/
theorem tau_equiangular (i j : Fin 6) (hij : i ≠ j) :
    5 * (normal tau i ⬝ᵥ normal tau j) ^ 2
      = (normal tau i ⬝ᵥ normal tau i) * (normal tau j ⬝ᵥ normal tau j) := by
  have h5 : Real.sqrt 5 ^ 2 = 5 := Real.sq_sqrt (by norm_num)
  have h2 : tau ^ 2 = tau + 1 := by
    unfold tau
    linear_combination (1 / 4) * h5
  have h4 : tau ^ 4 - 3 * tau ^ 2 + 1 = 0 := by
    linear_combination (tau ^ 2 + tau - 1) * h2
  generalize tau = t at h4 ⊢
  fin_cases i <;> fin_cases j <;>
    first
      | exact absurd rfl hij
      | (simp [normal, dotProduct, Fin.sum_univ_three]; nlinarith [h4])
```

## (h) The cube of the golden ratio

Show that $\tau^3$ is irrational.

Expanding, $\tau^3=(1+3\sqrt5+15+5\sqrt5)/8=2+\sqrt5$ (`h3`). If this were a rational $q$, then $\sqrt5=q-2$ would be rational, which fails because 5 is prime (`hirr`).

```lean
/-- The cube of the golden ratio is not a rational number. -/
theorem tau_cube_not_rational : ¬ ∃ q : ℚ, tau ^ 3 = q := by
  rintro ⟨q, hq⟩
  have h5 : Real.sqrt 5 ^ 2 = 5 := Real.sq_sqrt (by norm_num)
  -- `τ³ = 2 + √5`
  have h3 : tau ^ 3 = 2 + Real.sqrt 5 := by
    unfold tau
    linear_combination ((Real.sqrt 5 + 3) / 8) * h5
  have hirr : Irrational (Real.sqrt 5) := by
    simpa using (by norm_num : Nat.Prime 5).irrational_sqrt
  exact hirr ⟨q - 2, by push_cast; linarith⟩
```

## (i) The dodecahedron

Show that no real $B$, invertible or not, indexes $n_0,\dots,n_5$ at $t=\tau$.

Such a $B$ would make $\tau^3$ rational by (c), against (h).

```lean
/-- No real `3 × 3` matrix `B` makes all six face normals `(0,1,±τ)`, `(1,±τ,0)`, `(±τ,0,1)`
of the regular dodecahedron real multiples of vectors `B h` with integer `h`. -/
theorem dodecahedron_not_indexed :
    ¬ ∃ B : Matrix (Fin 3) (Fin 3) ℝ, ∀ i, IsIndexedBy B (normal tau i) := by
  rintro ⟨B, H⟩
  exact tau_cube_not_rational (cube_rational_of_indexed tau B H)

end

end DodecahedronIndices
```

```lean
#print axioms DodecahedronIndices.exists_basis_iff_cube_rational
#print axioms DodecahedronIndices.tau_equiangular
#print axioms DodecahedronIndices.dodecahedron_not_indexed
```

```
'DodecahedronIndices.exists_basis_iff_cube_rational' depends on axioms: [propext, Classical.choice, Quot.sound]
'DodecahedronIndices.tau_equiangular' depends on axioms: [propext, Classical.choice, Quot.sound]
'DodecahedronIndices.dodecahedron_not_indexed' depends on axioms: [propext, Classical.choice, Quot.sound]
```

## Fewer faces and finite precision

What follows is commentary, without Lean theorems of its own. The argument in (c) uses five normals, and four would not suffice: $B=\mathrm{diag}(1,\tau,\tau^2)$ indexes $n_0,\dots,n_3$ with $(0,1,\pm1)$ and $(1,\pm1,0)$, by the formulas in (f).

In code, the cross ratio takes four $3\times3$ determinants of face normals and no unit cell. It is $-9/7$ for the cubic indices with $t=2$, and $-\tau$ for $t=\tau$. A floating-point number cannot show irrationality, so a search with a loose enough tolerance accepts approximants such as $t=8/5$, with cubic indices $(0,5,\pm8)$.

For a plane-wave electronic-structure calculation in a strictly periodic three-dimensional cell, the reciprocal lattice vectors are $Bh$. No such cell has non-zero reciprocal lattice vectors along all six face normals of a regular dodecahedron, though a cubic cell has them along the six normals for any rational $t$, however near to $\tau$.
